# On a complex space with a countable basis, operators commuting with an irreducible group action are scalars

The state space here is a bare complex vector space $V$, and its basis is algebraic: every vector is a finite linear combination of basis vectors. There is no inner product, no norm and no notion of convergence. Finite-dimensional spaces qualify, and so do the finite superpositions of countably many number states. An infinite-dimensional Hilbert space does not: by the Baire category theorem, a complete normed space of infinite dimension has no countable algebraic basis. An orthonormal basis of such a space is not an algebraic one, since some vectors are reached only through infinite sums.

A group $G$ acts on $V$ through a map $\rho$ with $\rho(gh)=\rho(g)\rho(h)$ and $\rho(1)=1$. The operators $\rho(g)$ are linear but need not be unitary. The claim is that if $V\neq 0$ has a countable basis and $\rho$ is irreducible, then every linear $T:V\to V$ commuting with all $\rho(g)$ equals $c\,1$ for exactly one complex number $c$.

For a finite multiplet of orbitals that carries an irreducible representation and is mapped into itself by a one-electron Hamiltonian commuting with the group action, this says that the multiplet has a single energy.

```lean
import Mathlib

open Polynomial

namespace DixmierSchur

noncomputable section

variable {G V : Type*} [Group G] [AddCommGroup V] [Module ℂ V]
```

In Lean, `Module.End ℂ V` is the algebra of linear operators defined on all of $V$, with `*` as composition, and `G →* Module.End ℂ V` is the type of actions.

## Irreducibility as a condition on subspaces

The action is irreducible when a subspace $W$ with $\rho(g)W\subseteq W$ for all $g$ is either $0$ or $V$. All algebraic subspaces are tested, not only closed ones. The zero space satisfies this condition too, so the main theorem separately requires $V$ to be nonzero.

```lean
/-- The action `ρ` leaves no subspace invariant except zero and the whole space. -/
def IrreducibleAction (ρ : G →* Module.End ℂ V) : Prop :=
  ∀ W : Submodule ℂ V, (∀ g, ∀ w ∈ W, ρ g w ∈ W) → W = ⊥ ∨ W = ⊤
```

## Commuting operators are zero or bijective

Let $T$ commute with the action. If $Tw=0$, then $T\rho(g)w=\rho(g)Tw=0$, so the kernel of $T$ is invariant. Since $\rho(g)Tv=T\rho(g)v$, the range is invariant as well. For $T\neq 0$ the kernel is not $V$ and the range is not $0$. Irreducibility leaves kernel $0$ and range $V$, so $T$ is bijective.

The proof applies `hρ` once to each subspace and discards the alternative that would force $T=0$.

```lean
/-- A nonzero operator commuting with an irreducible action is bijective. -/
theorem bijective_of_commutes {ρ : G →* Module.End ℂ V} (hρ : IrreducibleAction ρ)
    {T : Module.End ℂ V} (hT : ∀ g, T * ρ g = ρ g * T) (h0 : T ≠ 0) :
    Function.Bijective T := by
  have hc : ∀ g v, T (ρ g v) = ρ g (T v) := fun g v => LinearMap.congr_fun (hT g) v
  constructor
  · -- the kernel is an invariant subspace
    refine LinearMap.ker_eq_bot.mp ?_
    rcases hρ (LinearMap.ker T) (fun g w hw => by
      rw [LinearMap.mem_ker] at hw ⊢
      rw [hc, hw, map_zero]) with h | h
    · exact h
    · exact absurd (LinearMap.ker_eq_top.mp h) h0
  · -- the range is an invariant subspace
    refine LinearMap.range_eq_top.mp ?_
    rcases hρ (LinearMap.range T) (by
      rintro g _ ⟨v, rfl⟩
      exact ⟨ρ g v, hc g v⟩) with h | h
    · exact absurd (LinearMap.range_eq_bot.mp h) h0
    · exact h
```

## Polynomials in an operator without eigenvectors

In finite dimension one would now take an eigenvalue $c$ of $T$ and apply the previous step to $T-c$. In infinite dimension an eigenvalue may not exist, so suppose that there is none and look for a contradiction.

Polynomials in $T$ are written with `aeval T p`, which stands for $p(T)$. The linear polynomial $X-c$ becomes $T-c\,1$.

```lean
/-- Substituting the operator `T` into the polynomial `X - c` gives `T - c`. -/
theorem aeval_linear_factor (T : Module.End ℂ V) (c : ℂ) :
    aeval T (X - C c) = T - c • (1 : Module.End ℂ V) := by
  rw [map_sub, aeval_X, aeval_C, Algebra.algebraMap_eq_smul_one]
```

Suppose $T-c$ is injective for every complex $c$, and let $p\neq 0$ satisfy $p(T)w=0$. Then $w=0$, by induction on the degree of $p$:

- If $p=a$ is a nonzero constant, then $aw=0$ gives $w=0$.
- If the degree is positive, $p$ has a complex root $c$, so $p=(X-c)q$ with $q\neq 0$ of degree one less. From $(T-c)\,q(T)w=0$ and injectivity, $q(T)w=0$, and the induction hypothesis gives $w=0$.

The root comes from `Complex.exists_root`, which is where the algebraic closedness of $\mathbb C$ enters. The final count will also use that $\mathbb C$ is uncountable.

```lean
/-- If `T` has no eigenvector, then no nonzero polynomial in `T` annihilates a nonzero vector. -/
theorem eq_zero_of_polynomial_apply {T : Module.End ℂ V}
    (hinj : ∀ c : ℂ, Function.Injective (T - c • (1 : Module.End ℂ V)))
    (p : ℂ[X]) (hp : p ≠ 0) (w : V) (hw : aeval T p w = 0) : w = 0 := by
  induction hn : p.natDegree generalizing p with
  | zero =>
    obtain ⟨a, rfl⟩ := natDegree_eq_zero.mp hn
    have ha : a ≠ 0 := by
      rintro rfl
      exact hp C_0
    rw [aeval_C, Algebra.algebraMap_eq_smul_one, LinearMap.smul_apply,
      Module.End.one_apply] at hw
    exact (smul_eq_zero.mp hw).resolve_left ha
  | succ n ih =>
    -- split off one complex root and cancel the corresponding factor
    obtain ⟨c, hc⟩ := Complex.exists_root
      (natDegree_pos_iff_degree_pos.mp (by omega : 0 < p.natDegree))
    obtain ⟨q, rfl⟩ := dvd_iff_isRoot.mpr hc
    have hq : q ≠ 0 := right_ne_zero_of_mul hp
    rw [natDegree_mul (X_sub_C_ne_zero c) hq, natDegree_X_sub_C] at hn
    rw [map_mul, Module.End.mul_apply, aeval_linear_factor] at hw
    exact ih q hq (hinj c (hw.trans (map_zero _).symm)) (by omega)
```

## Resolvent vectors are independent

Fix $v\neq 0$ and suppose that for each complex $c$ a vector $r_c$ solves $(T-c)r_c=v$. Take a finite set $s$ of complex numbers and a relation $\sum_{j\in s}a_j r_j=0$. Define
$$P=\prod_{k\in s}(X-k),\qquad P_j=\prod_{k\in s,\,k\neq j}(X-k),\qquad q=\sum_{j\in s}a_jP_j .$$
Since $P=P_j\,(X-j)$, we have $P(T)r_j=P_j(T)v$. Therefore
$$q(T)v=\sum_{j\in s}a_jP_j(T)v=P(T)\sum_{j\in s}a_jr_j=0 .$$
As $v\neq0$, the previous step forces $q=0$. Now evaluate at some $i\in s$. Every $P_j$ with $j\neq i$ contains the factor $X-i$ and vanishes there, which leaves
$$0=q(i)=a_i\prod_{k\in s,\,k\neq i}(i-k).$$
The product is nonzero, so $a_i=0$.

In the code, `hP` is the cancellation of one factor, `hqv` is the displayed chain for $q(T)v$, and `hq` is $q=0$. The remaining lines evaluate at `i`.

```lean
/-- If `T` has no eigenvector, the resolvent vectors `r c`, which solve `(T - c) (r c) = v` for a
fixed nonzero `v`, are linearly independent. -/
theorem resolvent_linearIndependent {T : Module.End ℂ V}
    (hinj : ∀ c : ℂ, Function.Injective (T - c • (1 : Module.End ℂ V)))
    {v : V} (hv : v ≠ 0) (r : ℂ → V)
    (hr : ∀ c, (T - c • (1 : Module.End ℂ V)) (r c) = v) : LinearIndependent ℂ r := by
  classical
  refine linearIndependent_iff'.mpr fun s a hsum i hi => ?_
  have hP : ∀ j ∈ s, aeval T (∏ k ∈ s, (X - C k)) (r j)
      = aeval T (∏ k ∈ s.erase j, (X - C k)) v := by
    intro j hj
    rw [← Finset.prod_erase_mul s _ hj, map_mul, Module.End.mul_apply,
      aeval_linear_factor, hr]
  -- clearing denominators gives a polynomial in `T` that annihilates `v`
  have hqv : aeval T (∑ j ∈ s, a j • ∏ k ∈ s.erase j, (X - C k)) v = 0 := by
    calc _ = ∑ j ∈ s, a j • aeval T (∏ k ∈ s.erase j, (X - C k)) v := by
          simp only [map_sum, map_smul, LinearMap.sum_apply, LinearMap.smul_apply]
      _ = aeval T (∏ k ∈ s, (X - C k)) (∑ j ∈ s, a j • r j) := by
          rw [map_sum]
          exact Finset.sum_congr rfl fun j hj => by rw [map_smul, hP j hj]
      _ = 0 := by rw [hsum, map_zero]
  have hq : (∑ j ∈ s, a j • ∏ k ∈ s.erase j, (X - C k)) = 0 := by
    by_contra h
    exact hv (eq_zero_of_polynomial_apply hinj _ h v hqv)
  -- evaluating this polynomial at `i` isolates the coefficient `a i`
  have he := congrArg (eval i) hq
  rw [eval_finsetSum, Finset.sum_eq_single i
    (fun j _ hji => by
      rw [eval_smul, eval_prod,
        Finset.prod_eq_zero (Finset.mem_erase.mpr ⟨Ne.symm hji, hi⟩) (by simp), smul_zero])
    (fun h => absurd hi h), eval_smul, eval_prod, eval_zero] at he
  refine (smul_eq_zero.mp he).resolve_right (Finset.prod_ne_zero_iff.mpr fun k hk => ?_)
  rw [eval_sub, eval_X, eval_C]
  exact sub_ne_zero.mpr (Finset.ne_of_mem_erase hk).symm
```

## Too many vectors for a countable basis

Suppose $T$ commutes with the action and is no multiple of the identity. Then for every $c$ the operator $T-c$ is nonzero and still commutes, so it is bijective. Surjectivity supplies the vectors $r_c$ for a fixed $v\neq0$, and injectivity makes them independent. There is one for each complex number, so
$$2^{\aleph_0}=|\mathbb C|\le\dim V\le\aleph_0,$$
which is false. Hence $T=c\,1$ for some $c$. If also $T=d\,1$, then $dv=cv$ with $v\neq0$, so $d=c$.

In the statement, `Nontrivial V` says $V\neq0$, `b` is the basis with a countable (possibly finite) index type `ι`, `hT` is the commutation condition, and `∃!` means that exactly one such $c$ exists. The inequalities `h1` and `h2` carry out the count.

```lean
/-- **Schur's lemma in Dixmier's form.** On a nonzero complex space with a countable basis, an
operator commuting with an irreducible group action is a unique complex multiple of the identity. -/
theorem dixmier_schur [Nontrivial V] {ι : Type*} [Countable ι] (b : Module.Basis ι ℂ V)
    {ρ : G →* Module.End ℂ V} (hρ : IrreducibleAction ρ)
    (T : Module.End ℂ V) (hT : ∀ g, T * ρ g = ρ g * T) :
    ∃! c : ℂ, T = c • (1 : Module.End ℂ V) := by
  obtain ⟨v, hv⟩ := exists_ne (0 : V)
  have hex : ∃ c : ℂ, T = c • (1 : Module.End ℂ V) := by
    by_contra hno
    have hbij : ∀ c : ℂ, Function.Bijective (T - c • (1 : Module.End ℂ V)) := fun c =>
      bijective_of_commutes hρ
        (fun g => by
          rw [sub_mul, mul_sub, hT, smul_mul_assoc, mul_smul_comm, one_mul, mul_one])
        (fun h => hno ⟨c, sub_eq_zero.mp h⟩)
    choose r hr using fun c => (hbij c).2 v
    have hli := resolvent_linearIndependent (fun c => (hbij c).1) hv r hr
    -- uncountably many independent vectors do not fit into a countable dimension
    have h1 : Module.rank ℂ V ≤ Cardinal.aleph0 := Cardinal.lift_le_aleph0.mp
      (b.mk_eq_rank.symm.le.trans (Cardinal.lift_le_aleph0.mpr Cardinal.mk_le_aleph0))
    have h2 : Cardinal.mk ℂ ≤ Cardinal.aleph0 := Cardinal.lift_le_aleph0.mp
      (hli.cardinal_lift_le_rank.trans (Cardinal.lift_le_aleph0.mpr h1))
    rw [Cardinal.mk_complex] at h2
    exact absurd h2 (not_le_of_gt Cardinal.aleph0_lt_continuum)
  obtain ⟨c, hc⟩ := hex
  refine ⟨c, hc, fun d hd => ?_⟩
  have h : d • v = c • v := LinearMap.congr_fun (hd.symm.trans hc) v
  exact smul_left_injective ℂ hv h
```

The theorem concerns one group representation at a time. It makes no statement about maps between two different irreducible representations, the other familiar half of Schur's lemma, nor about irreducible algebras of operators that do not come from a group.

## Central elements, with a two-level example

If $z$ commutes with every element of $G$, then $\rho(z)\rho(g)=\rho(zg)=\rho(gz)=\rho(g)\rho(z)$. The theorem applies to $T=\rho(z)$, and $z$ acts as a number.

```lean
/-- In an irreducible action on a nonzero complex space with a countable basis, each central group
element acts as a unique complex multiple of the identity. -/
theorem central_element_scalar [Nontrivial V] {ι : Type*} [Countable ι]
    (b : Module.Basis ι ℂ V) {ρ : G →* Module.End ℂ V} (hρ : IrreducibleAction ρ)
    {z : G} (hz : z ∈ Subgroup.center G) : ∃! c : ℂ, ρ z = c • (1 : Module.End ℂ V) :=
  dixmier_schur b hρ (ρ z) fun g => by
    rw [← map_mul, ← map_mul, Subgroup.mem_center_iff.mp hz g]
```

For a numerical instance, let the eight matrices $\pm1,\pm\sigma_x,\pm\sigma_z,\pm\sigma_x\sigma_z$ act on $\mathbb C^2$. An invariant line would be spanned by a common eigenvector. The eigenvectors of $\sigma_z$ are the multiples of $(1,0)$ and $(0,1)$, which $\sigma_x$ interchanges, so there is no such line and the action is irreducible. The matrix $T=\mathrm{diag}(2,5)$ commutes with $\sigma_z$, but
$$T\sigma_x=\begin{pmatrix}0&2\\5&0\end{pmatrix},\qquad \sigma_xT=\begin{pmatrix}0&5\\2&0\end{pmatrix}.$$
The two products agree only when the diagonal entries of $T$ are equal. The central element $(\sigma_x\sigma_z)^2=-1$ acts as the scalar $c=-1$.

## An irreducible action in infinite dimension

Let $V$ be the space of finite superpositions of states $e_0,e_1,e_2,\dots$, written `ℕ →₀ ℂ`, and let $G$ be the group of all invertible operators on it. Let $W\neq0$ be invariant, and choose $w\in W$ with a component $w_k\neq0$.

For any $v$ with $v_k=0$, define $Nx=x_kv$. Then $N^2=0$, so $1+N$ is invertible with inverse $1-N$. Invariance gives $(1+N)w-w=w_kv\in W$, hence $v\in W$. This is `key`; the inverse is checked in `inv`.

In particular $e_{k+1}\in W$. The same argument starting from $e_{k+1}$ gives $e_k\in W$. An arbitrary $v$ is $(v-v_ke_k)+v_ke_k$, and both terms lie in $W$, so $W=V$.

```lean
/-- The group of all invertible operators acts irreducibly on the finite superpositions of
basis states labelled by the natural numbers. -/
theorem irreducibleAction_witness :
    IrreducibleAction (Units.coeHom (Module.End ℂ (ℕ →₀ ℂ))) := by
  intro W hW
  have inv : ∀ N : Module.End ℂ (ℕ →₀ ℂ), N * N = 0 →
      (1 + N) * (1 + (-1 : ℂ) • N) = 1 ∧ (1 + (-1 : ℂ) • N) * (1 + N) = 1 := by
    intro N hN
    have hx : ∀ x, N (N x) = 0 := fun x => LinearMap.congr_fun hN x
    constructor
    · refine LinearMap.ext fun x => ?_
      change (x + (-1 : ℂ) • N x) + N (x + (-1 : ℂ) • N x) = x
      rw [map_add, map_smul, hx, smul_zero, add_zero]
      refine Finsupp.ext fun i => ?_
      simp only [Finsupp.add_apply, Finsupp.smul_apply, smul_eq_mul]
      ring
    · refine LinearMap.ext fun x => ?_
      change (x + N x) + (-1 : ℂ) • N (x + N x) = x
      rw [map_add, hx, add_zero]
      refine Finsupp.ext fun i => ?_
      simp only [Finsupp.add_apply, Finsupp.smul_apply, smul_eq_mul]
      ring
  -- the shear `x ↦ x + x k • v` is invertible when `v k = 0`
  have key : ∀ w ∈ W, ∀ k, w k ≠ 0 → ∀ v : ℕ →₀ ℂ, v k = 0 → v ∈ W := by
    intro w hw k hk v hv
    have hN : (Finsupp.lapply k : (ℕ →₀ ℂ) →ₗ[ℂ] ℂ).smulRight v *
        (Finsupp.lapply k : (ℕ →₀ ℂ) →ₗ[ℂ] ℂ).smulRight v
          = (0 : Module.End ℂ (ℕ →₀ ℂ)) := by
      refine LinearMap.ext fun x => ?_
      change (x k • v) k • v = 0
      rw [Finsupp.smul_apply, hv, smul_zero, zero_smul]
    have h : w + w k • v ∈ W := hW ⟨_, _, (inv _ hN).1, (inv _ hN).2⟩ w hw
    have h' := W.sub_mem h hw
    rw [add_sub_cancel_left] at h'
    exact (W.smul_mem_iff hk).mp h'
  by_cases h : W = ⊥
  · exact Or.inl h
  · right
    obtain ⟨w, hw, hw0⟩ := W.ne_bot_iff.mp h
    obtain ⟨k, hk⟩ := Finsupp.ne_iff.mp hw0
    have h1 : Finsupp.single (k + 1) (1 : ℂ) ∈ W := key w hw k hk _ (by simp)
    have h2 : Finsupp.single k (1 : ℂ) ∈ W := key _ h1 (k + 1) (by simp) _ (by simp)
    refine eq_top_iff.mpr fun v _ => ?_
    have h3 : v - v k • Finsupp.single k (1 : ℂ) ∈ W := key w hw k hk _ (by simp)
    have h4 := W.add_mem h3 (W.smul_mem (v k) h2)
    rwa [sub_add_cancel] at h4
```

## Rational functions: a commuting operator that is no scalar

Now let $V$ be the field $\mathbb C(X)$ of rational functions, viewed as a complex vector space, and let its nonzero elements act by multiplication.

```lean
/-- The nonzero complex rational functions act by multiplication on all rational functions. -/
def rationalAction : (RatFunc ℂ)ˣ →* Module.End ℂ (RatFunc ℂ) where
  toFun u := LinearMap.mulLeft ℂ (u : RatFunc ℂ)
  map_one' := LinearMap.ext fun x => by simp
  map_mul' u v := LinearMap.ext fun x => by simp
```

If an invariant $W$ contains $w\neq0$, then for any $v\neq0$ the group element $v/w$ carries $w$ to $v$, so $W=V$ and the action is irreducible. Multiplication by $X$ commutes with it, because multiplication of functions is commutative. If it were the scalar $c$, applying it to the function $1$ would give $X=c$, which is false.

The theorem states these three facts as a conjunction. The scalar conclusion therefore fails for this action, and the hypothesis it lacks is the countable basis. The resolvent vectors of the earlier argument are visible here: for $v=1$ they are the functions $1/(X-c)$, one for each complex $c$.

```lean
/-- The multiplication action of the nonzero rational functions on all rational functions is
irreducible, and multiplication by the variable commutes with it but is no scalar. -/
theorem countability_needed :
    IrreducibleAction rationalAction ∧
    (∀ g, LinearMap.mulLeft ℂ (RatFunc.X : RatFunc ℂ) * rationalAction g
      = rationalAction g * LinearMap.mulLeft ℂ (RatFunc.X : RatFunc ℂ)) ∧
    ∀ c : ℂ, LinearMap.mulLeft ℂ (RatFunc.X : RatFunc ℂ)
      ≠ c • (1 : Module.End ℂ (RatFunc ℂ)) := by
  refine ⟨fun W hW => ?_, fun g => LinearMap.ext fun x => ?_, fun c h => ?_⟩
  · by_cases h : W = ⊥
    · exact Or.inl h
    · right
      obtain ⟨w, hw, hw0⟩ := W.ne_bot_iff.mp h
      refine eq_top_iff.mpr fun v _ => ?_
      by_cases hv : v = 0
      · rw [hv]
        exact W.zero_mem
      · -- multiplication by `v / w` carries `w` to `v`
        have h1 : v / w * w ∈ W := hW (Units.mk0 (v / w) (div_ne_zero hv hw0)) w hw
        rwa [div_mul_cancel₀ v hw0] at h1
  · change RatFunc.X * ((g : RatFunc ℂ) * x) = (g : RatFunc ℂ) * (RatFunc.X * x)
    ring
  · have h1 : (RatFunc.X : RatFunc ℂ) * 1 = c • (1 : RatFunc ℂ) := LinearMap.congr_fun h 1
    rw [mul_one, ← Algebra.algebraMap_eq_smul_one,
      IsScalarTower.algebraMap_apply ℂ ℂ[X] (RatFunc ℂ), ← RatFunc.algebraMap_X] at h1
    exact X_ne_C c (RatFunc.algebraMap_injective ℂ h1)

end

end DixmierSchur
```

```lean
#print axioms DixmierSchur.central_element_scalar
-- 'DixmierSchur.central_element_scalar' depends on axioms: [propext, Classical.choice, Quot.sound]
#print axioms DixmierSchur.countability_needed
-- 'DixmierSchur.countability_needed' depends on axioms: [propext, Classical.choice, Quot.sound]
```
